# The smooth Hankel function solves the modified Helmholtz equation with a Gaussian source

A muffin-tin-orbital calculation with smooth Hankel envelopes needs the kinetic energy acting on each envelope. In units with $\hbar^2/2m = 1$ the operator is $-\nabla^2$, and on a spherical function $h(r)$ of the radius $r$ the Laplacian is $h'' + 2h'/r$. The step is done without differentiating anything numerically: $-\nabla^2 h$ is replaced by $-\kappa^2 h + 4\pi g$, where $-\kappa^2$ is the envelope energy and $g$ is a Gaussian, so that a kinetic-energy integral becomes a sum of overlap integrals. The identity behind this is proved here for one centre, one smoothing parameter and a non-positive energy. With $a > 0$ the inverse smoothing radius and $\kappa$ real,

$$h(r) = \frac{2}{\sqrt\pi}\int_0^a e^{-r^2t^2 - \kappa^2/(4t^2)}\,dt, \qquad h'' + \frac{2h'}{r} - \kappa^2 h = -4\pi g \quad (r>0),$$

$$g(r) = \left(\frac{a^2}{\pi}\right)^{3/2} e^{-a^2r^2 - \kappa^2/(4a^2)}.$$

The singular envelope $e^{-|\kappa| r}/r$ has a point source at the origin; in $h$ the source is spread over a radius of order $1/a$.

```lean
import Mathlib

open Real MeasureTheory Filter Topology

namespace SmoothHankel

noncomputable section
```

## Definitions

The function $h$ is a superposition of Gaussians of inverse width $t$, with integrand $w(r,t) = \exp(-r^2t^2 - \kappa^2/(4t^2))$, written `weight κ r t`. Only $\kappa^2$ enters, so no sign of $\kappa$ is assumed and $\kappa = 0$ is allowed. At $t = 0$ Lean reads the quotient as $0$, which makes the weight $1$ at that single point; no integral sees this, but for $\kappa \ne 0$ the weight is discontinuous there, and integrability is therefore obtained from measurability.

```lean
/-- The weight `w(r,t) = exp(-r²t² - κ²/(4t²))` of the Gaussian of inverse width `t`. -/
def weight (κ r t : ℝ) : ℝ := exp (-(r ^ 2 * t ^ 2) - κ ^ 2 / (4 * t ^ 2))
```

Differentiating in $r$ brings down powers of $t$, so the working objects are the moments $M_n(r) = \int_0^a t^n w(r,t)\,dt$ for natural $n$. The integral is an oriented interval integral, which changes sign when the limits are exchanged.

```lean
/-- The moment `Mₙ(r) = ∫₀ᵃ tⁿ w(r,t) dt`. -/
def moment (a κ : ℝ) (n : ℕ) (r : ℝ) : ℝ := ∫ t in (0 : ℝ)..a, t ^ n * weight κ r t
```

The smooth Hankel function is $h = (2/\sqrt\pi) M_0$. All functions are defined for every real $r$; the physical radius is the half-line $r \ge 0$.

```lean
/-- The smooth Hankel function `h(r) = (2/√π) ∫₀ᵃ exp(-r²t² - κ²/(4t²)) dt`. -/
def smoothHankel (a κ r : ℝ) : ℝ := 2 / √π * ∫ t in (0 : ℝ)..a, weight κ r t
```

For angular momentum $l = 0, 1, 2, \dots$ define $\chi_l(r) = (2/\sqrt\pi)\,2^l M_{2l}(r)$, so that $\chi_0 = h$. The envelope of order $l$ is $\chi_l(r)\,r^l Y_{lm}$ with a spherical harmonic $Y_{lm}$; the factor $r^l$ is not part of `radialHankel`.

```lean
/-- The radial smooth Hankel function of order `l`, `χₗ(r) = (2/√π) 2ˡ M₂ₗ(r)`. -/
def radialHankel (a κ : ℝ) (l : ℕ) (r : ℝ) : ℝ := 2 / √π * 2 ^ l * moment a κ (2 * l) r
```

The source carries the exponent $3/2$ as a real power. It is the unit-normalised three-dimensional Gaussian multiplied by $e^{-\kappa^2/(4a^2)}$, and its exponential factor is $w(r,a)$.

```lean
/-- The Gaussian source `g(r) = (a²/π)^(3/2) exp(-a²r² - κ²/(4a²))`. -/
def gaussian (a κ r : ℝ) : ℝ :=
  (a ^ 2 / π) ^ (3 / 2 : ℝ) * exp (-(a ^ 2 * r ^ 2) - κ ^ 2 / (4 * a ^ 2))
```

## The moments exist

Both terms in the exponent of $w$ are non-positive, so $0 < w \le 1$ and $|t^n w| \le |t|^n$. The proof has these as `h0` and `h1`. The same bound serves three times: for integrability, for differentiating under the integral, and for the boundary term at $t \to 0^+$.

```lean
/-- The integrand of `Mₙ` is bounded in modulus by `|t|ⁿ`. -/
theorem norm_integrand_le (κ r t : ℝ) (n : ℕ) : ‖t ^ n * weight κ r t‖ ≤ |t| ^ n := by
  have h0 : 0 < weight κ r t := exp_pos _
  have h1 : weight κ r t ≤ 1 := by
    have ha : 0 ≤ κ ^ 2 / (4 * t ^ 2) := by positivity
    have hb : 0 ≤ r ^ 2 * t ^ 2 := by positivity
    exact Real.exp_le_one_iff.mpr (by linarith)
  rw [Real.norm_eq_abs, abs_mul, abs_pow, abs_of_pos h0]
  exact mul_le_of_le_one_right (by positivity) h1
```

The integrand is composed of powers, a quotient and an exponential, hence measurable in $t$.

```lean
/-- The integrand of `Mₙ` is a measurable function of `t`. -/
theorem measurable_integrand (κ r : ℝ) (n : ℕ) :
    Measurable fun t : ℝ => t ^ n * weight κ r t := by
  unfold weight
  fun_prop
```

A measurable function dominated by the continuous function $|t|^n$ is integrable between $0$ and $a$, for any real $a$.

```lean
/-- The integrand of `Mₙ` is integrable from `0` to `a`. -/
theorem integrable_integrand (a κ r : ℝ) (n : ℕ) :
    IntervalIntegrable (fun t : ℝ => t ^ n * weight κ r t) volume 0 a := by
  have hc : Continuous fun t : ℝ => |t| ^ n := continuous_abs.pow n
  exact (hc.intervalIntegrable 0 a).mono_fun' (measurable_integrand κ r n).aestronglyMeasurable
    (ae_of_all _ fun t => norm_integrand_le κ r t n)
```

## Radial derivative of a moment

At fixed $t$, $\partial_r w = -2rt^2 w$, so $\partial_r(t^n w) = -2r\,t^{n+2} w$. This is `hd`. For $x$ within distance $1$ of $r$ one has $|x| \le |r| + 1$, and

$$|{-2x}\,t^{n+2} w(x,t)| \le 2(|r|+1)\,|t|^{n+2},$$

which is integrable and independent of $x$. This is `hb`, and it allows the derivative to pass under the integral (`key`). Taking the constant $-2r$ outside gives

$$M_n'(r) = -2r\,M_{n+2}(r).$$

`HasDerivAt` states that $M_n$ is differentiable at $r$ with this derivative, for every real $a$, $\kappa$ and $r$.

```lean
/-- The radial derivative raises the moment by two: `Mₙ'(r) = -2 r Mₙ₊₂(r)`. -/
theorem hasDerivAt_moment (a κ : ℝ) (n : ℕ) (r : ℝ) :
    HasDerivAt (moment a κ n) (-2 * r * moment a κ (n + 2) r) r := by
  -- derivative of the integrand in the radius
  have hd : ∀ t x : ℝ, HasDerivAt (fun x => t ^ n * weight κ x t)
      (-2 * x * (t ^ (n + 2) * weight κ x t)) x := by
    intro t x
    have hp : HasDerivAt (fun x : ℝ => x ^ 2) (2 * x) x := by simpa using hasDerivAt_pow 2 x
    have hk : HasDerivAt (fun x => weight κ x t) (weight κ x t * (-(2 * x * t ^ 2))) x :=
      ((hp.mul_const (t ^ 2)).fun_neg.sub_const (κ ^ 2 / (4 * t ^ 2))).exp
    refine (hk.const_mul (t ^ n)).congr_deriv ?_
    ring
  -- a dominating function, uniform near `r`
  have hb : ∀ t : ℝ, ∀ x ∈ Metric.ball r 1,
      ‖-2 * x * (t ^ (n + 2) * weight κ x t)‖ ≤ 2 * (|r| + 1) * |t| ^ (n + 2) := by
    intro t x hx
    rw [Metric.mem_ball, Real.dist_eq] at hx
    have h1 := abs_sub_abs_le_abs_sub x r
    have h2 : ‖-2 * x‖ ≤ 2 * (|r| + 1) := by
      rw [norm_mul, norm_neg, Real.norm_two, Real.norm_eq_abs]
      linarith
    rw [norm_mul]
    exact mul_le_mul h2 (norm_integrand_le κ x t _) (norm_nonneg _) (by positivity)
  have hc : Continuous fun t : ℝ => 2 * (|r| + 1) * |t| ^ (n + 2) :=
    continuous_const.mul (continuous_abs.pow _)
  have key : HasDerivAt (fun x => ∫ t in (0 : ℝ)..a, t ^ n * weight κ x t)
      (∫ t in (0 : ℝ)..a, -2 * r * (t ^ (n + 2) * weight κ r t)) r :=
    (intervalIntegral.hasDerivAt_integral_of_dominated_loc_of_deriv_le
      (F := fun x t => t ^ n * weight κ x t)
      (F' := fun x t => -2 * x * (t ^ (n + 2) * weight κ x t))
      (Metric.ball_mem_nhds r one_pos)
      (Eventually.of_forall fun x => (measurable_integrand κ x n).aestronglyMeasurable)
      (integrable_integrand a κ r n)
      ((measurable_integrand κ r (n + 2)).const_mul (-2 * r)).aestronglyMeasurable
      (ae_of_all _ fun t _ => hb t) (hc.intervalIntegrable 0 a)
      (ae_of_all _ fun t _ x _ => hd t x)).2
  rw [intervalIntegral.integral_const_mul] at key
  exact key
```

## A total derivative in $t$

For $t > 0$ the exponent has the $t$-derivative $-2r^2t + \kappa^2/(2t^3)$ (`h1`). The product rule then gives

$$\partial_t\left(t^{n+3} w\right) = \left[(n+3)\,t^{n+2} - 2r^2 t^{n+4} + \tfrac12\kappa^2 t^n\right] w,$$

which is `hd`. Integrate from $0$ to $a$. Since $|t^{n+3}w| \le |t|^{n+3} \to 0$, the lower limit contributes nothing (`h0`), and the upper limit contributes $a^{n+3} w(r,a)$. The fundamental theorem is applied in `key` in a form that needs the derivative only on the open interval and one-sided limits at the ends. Splitting the integral into its three terms,

$$(n+3)\,M_{n+2} - 2r^2 M_{n+4} + \tfrac12\kappa^2 M_n = a^{n+3} w(r,a).$$

The boundary term at the cut-off $t = a$ is, up to a factor independent of $r$, the Gaussian source. This is the first statement that assumes $a > 0$.

```lean
/-- For `a > 0` the moments obey
`(n+3) Mₙ₊₂ - 2r² Mₙ₊₄ + (κ²/2) Mₙ = aⁿ⁺³ w(r,a)`. -/
theorem moment_recurrence {a : ℝ} (ha : 0 < a) (κ r : ℝ) (n : ℕ) :
    (n + 3) * moment a κ (n + 2) r - 2 * r ^ 2 * moment a κ (n + 4) r
      + κ ^ 2 / 2 * moment a κ n r = a ^ (n + 3) * weight κ r a := by
  -- the combined integrand is the `t`-derivative of `tⁿ⁺³ w`
  have hd : ∀ t : ℝ, 0 < t → HasDerivAt (fun t => t ^ (n + 3) * weight κ r t)
      ((n + 3) * (t ^ (n + 2) * weight κ r t) - 2 * r ^ 2 * (t ^ (n + 4) * weight κ r t)
        + κ ^ 2 / 2 * (t ^ n * weight κ r t)) t := by
    intro t ht
    have ht' := ht.ne'
    have hp : HasDerivAt (fun x : ℝ => x ^ 2) (2 * t) t := by simpa using hasDerivAt_pow 2 t
    have hq := (hasDerivAt_const t (κ ^ 2)).fun_div (hp.const_mul 4) (by positivity)
    have h1 : HasDerivAt (fun t : ℝ => -(r ^ 2 * t ^ 2) - κ ^ 2 / (4 * t ^ 2))
        (-(2 * r ^ 2 * t) + κ ^ 2 / (2 * t ^ 3)) t := by
      refine ((hp.const_mul (r ^ 2)).fun_neg.fun_sub hq).congr_deriv ?_
      field_simp
      ring
    have hk : HasDerivAt (fun t => weight κ r t)
        (weight κ r t * (-(2 * r ^ 2 * t) + κ ^ 2 / (2 * t ^ 3))) t := h1.exp
    have hp3 : HasDerivAt (fun t : ℝ => t ^ (n + 3)) ((n + 3) * t ^ (n + 2)) t := by
      refine (hasDerivAt_pow (n + 3) t).congr_deriv ?_
      rw [show n + 3 - 1 = n + 2 by omega]
      push_cast
      ring
    refine (hp3.fun_mul hk).congr_deriv ?_
    field_simp
    ring
  have I := integrable_integrand a κ r
  -- the boundary term vanishes at `t → 0⁺`
  have hc : Continuous fun t : ℝ => |t| ^ (n + 3) := continuous_abs.pow _
  have h0 : Tendsto (fun t : ℝ => t ^ (n + 3) * weight κ r t) (𝓝[>] 0) (𝓝 0) :=
    squeeze_zero_norm (fun t => norm_integrand_le κ r t _)
      ((hc.tendsto' 0 0 (by simp)).mono_left nhdsWithin_le_nhds)
  have key : ∫ t in (0 : ℝ)..a, ((n + 3) * (t ^ (n + 2) * weight κ r t)
      - 2 * r ^ 2 * (t ^ (n + 4) * weight κ r t) + κ ^ 2 / 2 * (t ^ n * weight κ r t))
      = a ^ (n + 3) * weight κ r a - 0 :=
    intervalIntegral.integral_eq_sub_of_hasDerivAt_of_tendsto ha (fun t ht => hd t ht.1)
      ((((I _).const_mul _).sub ((I _).const_mul _)).add ((I _).const_mul _)) h0
      ((hd a ha).continuousAt.tendsto.mono_left nhdsWithin_le_nhds)
  rw [intervalIntegral.integral_add (((I _).const_mul _).sub ((I _).const_mul _))
      ((I _).const_mul _),
    intervalIntegral.integral_sub ((I _).const_mul _) ((I _).const_mul _),
    intervalIntegral.integral_const_mul, intervalIntegral.integral_const_mul,
    intervalIntegral.integral_const_mul, sub_zero] at key
  exact key
```

## Ladder relation

With $n = 2l$, $\chi_l' = (2/\sqrt\pi)\,2^l(-2r) M_{2l+2} = -r\,\chi_{l+1}$. This holds at every $r$, so $\chi_l'$ is the function $r \mapsto -r\chi_{l+1}(r)$, and the product rule with $\chi_{l+1}' = -r\chi_{l+2}$ gives

$$\chi_l'' = -\chi_{l+1} + r^2\chi_{l+2}.$$

In the proof `h1` is the first relation for all $l$ and $r$, the `rw` replaces `deriv (radialHankel a κ l)` by the explicit product, and `h2` is the first relation one order up.

```lean
/-- Ladder relation: `χₗ' = -r χₗ₊₁` and `χₗ'' = r² χₗ₊₂ - χₗ₊₁` at every `r`. -/
theorem radialHankel_ladder (a κ : ℝ) (l : ℕ) (r : ℝ) :
    HasDerivAt (radialHankel a κ l) (-r * radialHankel a κ (l + 1) r) r ∧
    HasDerivAt (deriv (radialHankel a κ l))
      (r ^ 2 * radialHankel a κ (l + 2) r - radialHankel a κ (l + 1) r) r := by
  have h1 : ∀ (l : ℕ) (r : ℝ),
      HasDerivAt (radialHankel a κ l) (-r * radialHankel a κ (l + 1) r) r := by
    intro l r
    refine ((hasDerivAt_moment a κ (2 * l) r).const_mul (2 / √π * 2 ^ l)).congr_deriv ?_
    unfold radialHankel
    rw [show 2 * (l + 1) = 2 * l + 2 by ring]
    ring
  refine ⟨h1 l r, ?_⟩
  rw [show deriv (radialHankel a κ l) = fun r => -r * radialHankel a κ (l + 1) r from
    funext fun r => (h1 l r).deriv]
  have h2 : HasDerivAt (radialHankel a κ (l + 1)) (-r * radialHankel a κ (l + 2) r) r :=
    h1 (l + 1) r
  refine ((hasDerivAt_id' r).fun_neg.fun_mul h2).congr_deriv ?_
  ring
```

## Three-term recurrence

Multiply the moment identity at $n = 2l$ by $-2\,(2/\sqrt\pi)\,2^l$. The three terms become $-(2l+3)\chi_{l+1}$, $r^2\chi_{l+2}$ and $-\kappa^2\chi_l$, and the right side becomes $-4\cdot 2^l a^{2l}\,(a^3/\sqrt\pi)\,w(r,a)$. Because $(a^2/\pi)^{3/2} = (a/\sqrt\pi)^3$ for $a > 0$ (`hg`) and $\pi\,(a/\sqrt\pi)^3 = a^3/\sqrt\pi$ (`hπ`), one has $\pi g(r) = (a^3/\sqrt\pi)\,w(r,a)$, and so

$$r^2\chi_{l+2} - (2l+3)\,\chi_{l+1} - \kappa^2\chi_l = -4\pi\,(2a^2)^l g.$$

The closing `linear_combination` is this multiplication of `hrec`, with a multiple of `hπ` to convert the prefactor. The relation holds for every real $r$, including $r = 0$.

```lean
/-- Three-term recurrence for `a > 0`:
`r² χₗ₊₂ - (2l+3) χₗ₊₁ - κ² χₗ = -4π (2a²)ˡ g`. -/
theorem radialHankel_recurrence {a : ℝ} (ha : 0 < a) (κ r : ℝ) (l : ℕ) :
    r ^ 2 * radialHankel a κ (l + 2) r - (2 * l + 3) * radialHankel a κ (l + 1) r
      - κ ^ 2 * radialHankel a κ l r = -4 * π * (2 * a ^ 2) ^ l * gaussian a κ r := by
  have hrec := moment_recurrence ha κ r (2 * l)
  push_cast at hrec
  -- normalisation of the Gaussian: `π (a²/π)^(3/2) = a³/√π`
  have hg : (a ^ 2 / π) ^ (3 / 2 : ℝ) = (a / √π) ^ 3 := by
    have h : a ^ 2 / π = (a / √π) ^ (2 : ℝ) := by
      rw [Real.rpow_two, div_pow, Real.sq_sqrt pi_pos.le]
    rw [h, ← Real.rpow_mul (by positivity),
      show (2 : ℝ) * (3 / 2) = ((3 : ℕ) : ℝ) by norm_num, Real.rpow_natCast]
  have hs : ∀ s : ℝ, 0 < s → s * s * (a / s) ^ 3 = a ^ 3 / s := by
    intro s hs
    field_simp
  have hπ := hs (√π) (Real.sqrt_pos.mpr pi_pos)
  rw [Real.mul_self_sqrt pi_pos.le] at hπ
  have hk : exp (-(a ^ 2 * r ^ 2) - κ ^ 2 / (4 * a ^ 2)) = weight κ r a := by
    unfold weight
    rw [mul_comm (a ^ 2) (r ^ 2)]
  have hp : (2 * a ^ 2) ^ l = 2 ^ l * a ^ (2 * l) := by rw [mul_pow, ← pow_mul]
  unfold radialHankel gaussian
  rw [hg, hk, hp, show 2 * (l + 2) = 2 * l + 4 by ring, show 2 * (l + 1) = 2 * l + 2 by ring]
  linear_combination (-2 * (2 / √π) * 2 ^ l) * hrec
    + 4 * (2 ^ l * a ^ (2 * l)) * weight κ r a * hπ
```

## The radial equation for every $l$

For $r > 0$ the ladder relation gives $2(l+1)\chi_l'/r = -2(l+1)\chi_{l+1}$, where `hx` cancels the factor $r$. Adding $\chi_l''$,

$$\chi_l'' + \frac{2(l+1)}{r}\chi_l' = r^2\chi_{l+2} - (2l+3)\,\chi_{l+1},$$

and the recurrence turns this into

$$\chi_l'' + \frac{2(l+1)}{r}\chi_l' - \kappa^2\chi_l = -4\pi\,(2a^2)^l g.$$

The theorem says that for $a > 0$, any real $\kappa$ and any natural $l$, both $\chi_l$ and $\chi_l'$ are differentiable on the whole real line, and that the equation holds at every $r > 0$. The two `Differentiable` clauses make `deriv` and `deriv (deriv …)` true derivatives. The operator $d^2/dr^2 + 2(l+1)r^{-1}\,d/dr$ is the form $\nabla^2$ takes on the factor $\chi_l$ of $\chi_l\,r^l Y_{lm}$; the theorem is about this ordinary differential operator, and neither three-dimensional space nor spherical harmonics occur in it.

```lean
/-- For `a > 0`, `χₗ` is twice differentiable and for `r > 0` obeys
`χₗ'' + 2(l+1) χₗ'/r - κ² χₗ = -4π (2a²)ˡ g`. -/
theorem radialHankel_equation {a : ℝ} (ha : 0 < a) (κ : ℝ) (l : ℕ) :
    Differentiable ℝ (radialHankel a κ l) ∧ Differentiable ℝ (deriv (radialHankel a κ l)) ∧
    ∀ r, 0 < r → deriv (deriv (radialHankel a κ l)) r
      + 2 * (l + 1) * deriv (radialHankel a κ l) r / r - κ ^ 2 * radialHankel a κ l r
      = -4 * π * (2 * a ^ 2) ^ l * gaussian a κ r := by
  have h := radialHankel_ladder a κ l
  refine ⟨fun r => (h r).1.differentiableAt, fun r => (h r).2.differentiableAt, fun r hr => ?_⟩
  have hr' := hr.ne'
  have hx : ∀ x : ℝ, 2 * (l + 1) * (-r * x) / r = -(2 * (l + 1)) * x := by
    intro x
    field_simp
  rw [(h r).2.deriv, (h r).1.deriv, hx]
  linear_combination radialHankel_recurrence ha κ r l
```

## The case $l = 0$

At $l = 0$ the factors $2^l$, $t^{2l}$ and $(2a^2)^l$ equal $1$, so $\chi_0 = h$ (`h0`) and the equation is $h'' + 2h'/r - \kappa^2 h = -4\pi g$ for $r > 0$, with $h$ and $h'$ differentiable everywhere. Real $\kappa$ means energy $-\kappa^2 \le 0$. Positive envelope energies, lattice sums over centres and augmentation inside the spheres are not covered.

```lean
/-- For `a > 0` the smooth Hankel function is twice differentiable and for `r > 0` obeys
`h'' + 2h'/r - κ² h = -4π g` with the Gaussian source `g`. -/
theorem smoothHankel_equation {a : ℝ} (ha : 0 < a) (κ : ℝ) :
    Differentiable ℝ (smoothHankel a κ) ∧ Differentiable ℝ (deriv (smoothHankel a κ)) ∧
    ∀ r, 0 < r → deriv (deriv (smoothHankel a κ)) r + 2 * deriv (smoothHankel a κ) r / r
      - κ ^ 2 * smoothHankel a κ r = -4 * π * gaussian a κ r := by
  have h0 : radialHankel a κ 0 = smoothHankel a κ := by
    funext r
    simp [radialHankel, smoothHankel, moment]
  have h := radialHankel_equation ha κ 0
  rw [h0] at h
  refine ⟨h.1, h.2.1, fun r hr => ?_⟩
  have h3 := h.2.2 r hr
  simp only [Nat.cast_zero, zero_add, mul_one, pow_zero] at h3
  linear_combination h3
```

## The origin

The term $2h'/r$ has no value at $r = 0$. The ladder relation at $l = 0$, $r = 0$ gives $h'(0) = 0$ and $h''(0) = -\chi_1(0)$. The recurrence at the same point reads $-3\chi_1(0) - \kappa^2 h(0) = -4\pi g(0)$, and therefore

$$3h''(0) - \kappa^2 h(0) = -4\pi g(0).$$

The coefficient $3$ is the one expected from $h'(r)/r \to h''(0)$: the Laplacian of a smooth spherical function at its centre is $3h''(0)$. The theorem states the vanishing slope and this equation, for $a > 0$ and real $\kappa$. The function has finite value and curvature where $e^{-\kappa r}/r$ diverges.

```lean
/-- At the origin, for `a > 0`: `h'(0) = 0` and `3 h''(0) - κ² h(0) = -4π g(0)`. -/
theorem smoothHankel_origin {a : ℝ} (ha : 0 < a) (κ : ℝ) :
    HasDerivAt (smoothHankel a κ) 0 0 ∧
    3 * deriv (deriv (smoothHankel a κ)) 0 - κ ^ 2 * smoothHankel a κ 0
      = -4 * π * gaussian a κ 0 := by
  have h0 : radialHankel a κ 0 = smoothHankel a κ := by
    funext r
    simp [radialHankel, smoothHankel, moment]
  have h := radialHankel_ladder a κ 0 0
  have hrec := radialHankel_recurrence ha κ 0 0
  rw [h0] at h hrec
  refine ⟨h.1.congr_deriv (by ring), ?_⟩
  rw [h.2.deriv]
  simp only [Nat.cast_zero, pow_zero] at hrec
  linear_combination hrec

end

end SmoothHankel
```

```lean
#print axioms SmoothHankel.smoothHankel_equation
#print axioms SmoothHankel.smoothHankel_origin
```

```
'SmoothHankel.smoothHankel_equation' depends on axioms: [propext, Classical.choice, Quot.sound]
'SmoothHankel.smoothHankel_origin' depends on axioms: [propext, Classical.choice, Quot.sound]
```

## A negative cut-off

The hypothesis $a > 0$ fixes the sign of the source. Take $a = -1$ and $\kappa = 0$. The weight $e^{-r^2t^2}$ is even in $t$ and the integral from $0$ to $-1$ is oriented, so $h(r) = -\operatorname{erf}(r)/r$. Using $h'' + 2h'/r = (rh)''/r$ and $\operatorname{erf}''(r) = -(4r/\sqrt\pi)\,e^{-r^2}$, the left side of the equation is $+(4/\sqrt\pi)\,e^{-r^2}$. The source depends on $a^2$ only, and $-4\pi g = -(4/\sqrt\pi)\,e^{-r^2}$, so the two sides differ at every $r > 0$. The step that breaks is `hg`: $(a^2/\pi)^{3/2}$ equals $(|a|/\sqrt\pi)^3$, while the boundary term carries $a^3$ with its sign.

In the opposite direction, letting $a \to \infty$ at fixed $r > 0$ and $\kappa \ge 0$ completes the integral to $e^{-\kappa r}/r$, while the total weight $e^{-\kappa^2/(4a^2)}$ of $g$ tends to $1$ and its width to zero. This limit, the counter-example and the link to the three-dimensional Laplacian rest on ordinary calculus and have not been through Lean.
